# The Clifford rotation of symmetry tapering

A formal statement about qubit tapering has to fix what an operator is. One could take matrices of size \(2^n \times 2^n\) and Pauli strings on \(n\) qubits. The statement below takes instead an arbitrary complex algebra \(A\) with an adjoint \(x \mapsto x^\dagger\), and keeps from the Pauli strings only a few relations: a symmetry \(\tau\) and a target operator \(\sigma\) are self-adjoint, square to one and anticommute. Matrix algebras are included, and no norm, basis or tensor structure is assumed. Such a pair of \(d \times d\) matrices exists only for even \(d\), since determinants in \(\tau\sigma = -\sigma\tau\) give \((-1)^d = 1\). For a qubit Hamiltonian of electronic structure, \(\tau\) may be a particle-number parity and \(\sigma\) a single-qubit \(X\), and the result covers such two-valued symmetries once a suitable \(\sigma\) is supplied. Finding \(\tau\) and \(\sigma\) from a Hamiltonian, and the later step of deleting a qubit, are not part of the theorems.

```lean
import Mathlib

open Matrix
open scoped Kronecker

namespace SymmetryTapering

noncomputable section

variable {A : Type*} [Ring A]
```

`[Ring A]` says that elements of `A` can be added and multiplied, with a unit \(1\), and multiplication need not commute. Further structure is added by `variable` lines at the point where it is first needed.

## Conjugation by an involution

```lean
/-- If `U² = 1` and `U τ U = σ`, then `H` commutes with `τ` exactly when `U H U` commutes
with `σ`. -/
theorem conj_commute_iff {U τ σ : A} (hU : U * U = 1) (h : U * τ * U = σ) (H : A) :
    Commute H τ ↔ Commute (U * H * U) σ := by
  -- conjugation by U is multiplicative and undoes itself
  have hmul : ∀ x y : A, (U * x * U) * (U * y * U) = U * (x * y) * U := fun x y => by
    calc (U * x * U) * (U * y * U) = U * x * (U * U) * y * U := by noncomm_ring
      _ = U * (x * y) * U := by rw [hU]; noncomm_ring
  have hinv : ∀ z : A, U * (U * z * U) * U = z := fun z => by
    calc U * (U * z * U) * U = (U * U) * z * (U * U) := by noncomm_ring
      _ = z := by rw [hU, one_mul, mul_one]
  subst h
  unfold Commute SemiconjBy
  rw [hmul, hmul]
  constructor
  · intro hc
    rw [hc]
  · intro hc
    rw [← hinv (H * τ), hc, hinv]
```

Arguments in curly braces are inferred by Lean, and a name before a colon, such as `hU`, labels a hypothesis. `Commute H τ` means \(H\tau = \tau H\). The theorem reads: if \(U^2 = 1\) and \(U\tau U = \sigma\), then for every \(H\)
\[ H\tau = \tau H \iff (UHU)\,\sigma = \sigma\,(UHU). \]
By hand, two identities follow from \(U^2 = 1\):
\[ (UxU)(UyU) = Ux\,U^2\,yU = U(xy)U, \qquad U(UzU)U = U^2 z\,U^2 = z. \]
These are `hmul` and `hinv`; the tactic `noncomm_ring` regroups products without changing the order of factors. `subst h` replaces \(\sigma\) by \(U\tau U\), and the first identity turns the right-hand side into \(U(H\tau)U = U(\tau H)U\). This follows at once from \(H\tau = \tau H\), and conjugating once more with the second identity gives the converse.

```lean
variable [Algebra ℂ A]

/-- If `U² = 1`, then `U H U` has the same spectrum as `H`. -/
theorem conj_spectrum {U : A} (hU : U * U = 1) (H : A) :
    spectrum ℂ (U * H * U) = spectrum ℂ H := by
  let u : Aˣ := ⟨U, U, hU, hU⟩
  show spectrum ℂ ((u : A) * H * ((u⁻¹ : Aˣ) : A)) = spectrum ℂ H
  exact spectrum.units_conjugate
```

`Algebra ℂ A` allows multiplication by complex numbers. `spectrum ℂ H` is the set of \(\lambda \in \mathbb{C}\) for which \(\lambda 1 - H\) has no inverse in \(A\); for a matrix it is the set of eigenvalues, without multiplicities. By hand, \(\lambda 1 - UHU = U(\lambda 1 - H)U\), so an inverse \(R\) of \(\lambda 1 - H\) gives the inverse \(URU\) of \(\lambda 1 - UHU\), and the same step runs backwards. The proof packages \(U\) as an invertible element `u` that is its own inverse and applies Mathlib's `spectrum.units_conjugate`.

## The operator and the hypotheses

```lean
/-- The operator `U = (τ + σ)/√2`. -/
def clifford (τ σ : A) : A := (((Real.sqrt 2 : ℝ) : ℂ)⁻¹) • (τ + σ)
```

This is \(U = (\tau + \sigma)/\sqrt2\). The name `clifford` refers to the case of anticommuting Pauli strings \(\tau, \sigma\), where conjugation by \(U\) maps each Pauli string to a Pauli string up to sign; that property is neither stated nor proved here. The real number \(\sqrt2\) is converted to a complex one and inverted, and `•` is the product of a scalar with an operator.

```lean
/-- The ordered product of the operators `U_i = (τ_i + σ_i)/√2` over a list of
labels. -/
def cliffordProd {ι : Type*} (τ σ : ι → A) (l : List ι) : A :=
  (l.map fun i => clifford (τ i) (σ i)).prod
```

Here `ι` is any set of labels, and \(\tau_i, \sigma_i\) are written `τ i`, `σ i`. With \(U_i = (\tau_i + \sigma_i)/\sqrt2\) and a list of labels \(l = [i_1, \dots, i_m]\), the definition is the ordered product \(V_l = U_{i_1} \cdots U_{i_m}\). The empty list gives \(V_l = 1\).

```lean
/-- For every operator `x`, `U x U = ½ (τ + σ) x (τ + σ)`. -/
theorem clifford_sandwich (τ σ x : A) :
    clifford τ σ * x * clifford τ σ = (1 / 2 : ℂ) • ((τ + σ) * x * (τ + σ)) := by
  have hc : ((Real.sqrt 2 : ℝ) : ℂ)⁻¹ * ((Real.sqrt 2 : ℝ) : ℂ)⁻¹ = (1 / 2 : ℂ) := by
    rw [← mul_inv, ← Complex.ofReal_mul, Real.mul_self_sqrt (by norm_num)]
    norm_num
  rw [clifford, smul_mul_assoc, smul_mul_assoc, mul_smul_comm, smul_smul, hc]
```

For every \(x\), with nothing assumed about \(\tau\) and \(\sigma\),
\[ UxU = \tfrac12 (\tau + \sigma)\,x\,(\tau + \sigma). \]
The step `hc` is \((1/\sqrt2)^2 = 1/2\), and the last line moves both scalars to the front.

```lean
variable [StarRing A]

/-- `τ` and `σ` are self-adjoint, square to one and anticommute. -/
structure TaperingPair (τ σ : A) : Prop where
  tau_sa : IsSelfAdjoint τ
  sigma_sa : IsSelfAdjoint σ
  tau_sq : τ * τ = 1
  sigma_sq : σ * σ = 1
  anticomm : τ * σ + σ * τ = 0
```

`StarRing A` supplies the adjoint `star`, which is additive and satisfies \((xy)^\dagger = y^\dagger x^\dagger\) and \(x^{\dagger\dagger} = x\). A `structure` of type `Prop` is a named bundle of hypotheses, in this case
\[ \tau^\dagger = \tau, \quad \sigma^\dagger = \sigma, \quad \tau^2 = 1, \quad \sigma^2 = 1, \quad \tau\sigma + \sigma\tau = 0. \]

```lean
/-- Each `(τ_i, σ_i)` is a tapering pair, the `τ`'s commute among themselves, the `σ`'s commute
among themselves, and `τ_i` commutes with `σ_j` for `i ≠ j`. -/
structure TaperingFamily {ι : Type*} (τ σ : ι → A) : Prop where
  pair : ∀ i, TaperingPair (τ i) (σ i)
  tau_tau : ∀ i j, Commute (τ i) (τ j)
  sigma_sigma : ∀ i j, Commute (σ i) (σ j)
  tau_sigma : ∀ i j, i ≠ j → Commute (τ i) (σ j)
```

For several symmetries at once, each \((\tau_i, \sigma_i)\) is such a pair, the \(\tau_i\) commute with one another, the \(\sigma_i\) commute with one another, and \(\tau_i\) commutes with \(\sigma_j\) for \(i \ne j\). These relations are assumed, not derived from a Hamiltonian.

## One symmetry

```lean
variable [StarModule ℂ A]

/-- For a tapering pair, `U` is self-adjoint, `U² = 1`, `U τ U = σ` and `U σ U = τ`. -/
theorem clifford_swaps {τ σ : A} (h : TaperingPair τ σ) :
    IsSelfAdjoint (clifford τ σ) ∧ clifford τ σ * clifford τ σ = 1 ∧
      clifford τ σ * τ * clifford τ σ = σ ∧ clifford τ σ * σ * clifford τ σ = τ := by
  refine ⟨?_, ?_, ?_, ?_⟩
  · have hc : star (((Real.sqrt 2 : ℝ) : ℂ)⁻¹) = ((Real.sqrt 2 : ℝ) : ℂ)⁻¹ := by
      rw [star_inv₀, Complex.star_def, Complex.conj_ofReal]
    rw [IsSelfAdjoint, clifford, star_smul, star_add, h.tau_sa.star_eq, h.sigma_sa.star_eq, hc]
  · -- the cross terms of (τ + σ)² cancel
    have e : (τ + σ) * 1 * (τ + σ) = τ * τ + σ * σ + (τ * σ + σ * τ) := by noncomm_ring
    have s := clifford_sandwich τ σ 1
    rw [e, h.anticomm, h.tau_sq, h.sigma_sq, mul_one, add_zero] at s
    rw [s]
    module
  · have e : (τ + σ) * τ * (τ + σ) = τ * τ * τ + τ * τ * σ + σ * (τ * τ)
        + (τ * σ + σ * τ) * σ - τ * (σ * σ) := by noncomm_ring
    rw [clifford_sandwich, e, h.anticomm, h.tau_sq, h.sigma_sq]
    simp only [one_mul, mul_one, zero_mul, add_zero]
    module
  · have e : (τ + σ) * σ * (τ + σ) = σ * σ * σ + σ * σ * τ + τ * (σ * σ)
        + (τ * σ + σ * τ) * τ - σ * (τ * τ) := by noncomm_ring
    rw [clifford_sandwich, e, h.anticomm, h.tau_sq, h.sigma_sq]
    simp only [one_mul, mul_one, zero_mul, add_zero]
    module
```

`StarModule ℂ A` adds \((cx)^\dagger = \bar c\, x^\dagger\) for complex \(c\). The theorem states \(U^\dagger = U\), \(U^2 = 1\), \(U\tau U = \sigma\) and \(U\sigma U = \tau\), and each bullet `·` proves one of them. The first holds because \(1/\sqrt2\) is real and \((\tau+\sigma)^\dagger = \tau+\sigma\). For the second,
\[ (\tau+\sigma)^2 = \tau^2 + \sigma^2 + (\tau\sigma + \sigma\tau) = 2. \]
For the third, expand and rewrite \(\sigma\tau\sigma = (\tau\sigma + \sigma\tau)\sigma - \tau\sigma^2 = -\tau\):
\[ (\tau+\sigma)\tau(\tau+\sigma) = \tau^3 + \tau^2\sigma + \sigma\tau^2 + \sigma\tau\sigma = \tau + \sigma + \sigma - \tau = 2\sigma. \]
The fourth is the same with \(\tau\) and \(\sigma\) exchanged. In the second to fourth bullets `e` is the expansion, arranged so that the squares and the anticommutator appear literally; `rw` inserts their values, and `module` applies the factor \(\tfrac12\).

```lean
/-- For a tapering pair, `U` is self-adjoint with `U² = 1`, `U τ U = σ`, `U σ U = τ`; `H` commutes
with `τ` iff `U H U` commutes with `σ`, and `U H U` has the spectrum of `H` and is self-adjoint
when `H` is. -/
theorem tapering {τ σ : A} (h : TaperingPair τ σ) (H : A) :
    IsSelfAdjoint (clifford τ σ) ∧ clifford τ σ * clifford τ σ = 1 ∧
      clifford τ σ * τ * clifford τ σ = σ ∧ clifford τ σ * σ * clifford τ σ = τ ∧
      (Commute H τ ↔ Commute (clifford τ σ * H * clifford τ σ) σ) ∧
      spectrum ℂ (clifford τ σ * H * clifford τ σ) = spectrum ℂ H ∧
      (IsSelfAdjoint H → IsSelfAdjoint (clifford τ σ * H * clifford τ σ)) := by
  obtain ⟨h1, h2, h3, h4⟩ := clifford_swaps h
  refine ⟨h1, h2, h3, h4, conj_commute_iff h2 h3 H, conj_spectrum h2 H, fun hH => ?_⟩
  rw [IsSelfAdjoint, star_mul, star_mul, h1.star_eq, hH.star_eq, mul_assoc]
```

For a pair \((\tau, \sigma)\) and any \(H\), not necessarily self-adjoint, the four identities above hold, \(H\) commutes with \(\tau\) exactly when \(UHU\) commutes with \(\sigma\), and \(UHU\) has the spectrum of \(H\). If \(H^\dagger = H\), then \((UHU)^\dagger = U^\dagger H^\dagger U^\dagger = UHU\), which is the last line of the proof. The other parts come from feeding \(U^2 = 1\) and \(U\tau U = \sigma\) into `conj_commute_iff` and `conj_spectrum`.

Anticommutation carries the cancellation of the cross terms. Take \(2\times2\) matrices and \(\tau = \sigma = Z = \mathrm{diag}(1,-1)\), which meets the other four conditions. Then \(U = \sqrt2\,Z\), so \(U^2 = 2\), \(U\tau U = 2Z \ne \sigma\), and for \(H = Z\) the spectrum changes from \(\{1,-1\}\) to \(\{2,-2\}\).

## Several symmetries

```lean
omit [StarModule ℂ A] in
/-- In a tapering family, `U_i` commutes with `τ_j`, `σ_j` and `U_j` for `i ≠ j`. -/
theorem clifford_commute {ι : Type*} {τ σ : ι → A} (h : TaperingFamily τ σ) {i j : ι}
    (hij : i ≠ j) :
    Commute (clifford (τ i) (σ i)) (τ j) ∧ Commute (clifford (τ i) (σ i)) (σ j) ∧
      Commute (clifford (τ i) (σ i)) (clifford (τ j) (σ j)) := by
  have h1 : Commute (clifford (τ i) (σ i)) (τ j) :=
    ((h.tau_tau i j).add_left (h.tau_sigma j i hij.symm).symm).smul_left _
  have h2 : Commute (clifford (τ i) (σ i)) (σ j) :=
    ((h.tau_sigma i j hij).add_left (h.sigma_sigma i j)).smul_left _
  exact ⟨h1, h2, (h1.add_right h2).smul_right _⟩
```

For \(i \ne j\), both \(\tau_i\) and \(\sigma_i\) commute with \(\tau_j\), so their sum does (`add_left`) and so does \(U_i\) (`smul_left`). The same argument works for \(\sigma_j\), and then \(U_i\) commutes with \(\tau_j + \sigma_j\) and with \(U_j\).

```lean
/-- In a tapering family, the product `V` of the `U_i` over any list commutes with every `U_j`,
is self-adjoint and satisfies `V² = 1`. -/
theorem cliffordProd_involution {ι : Type*} {τ σ : ι → A} (h : TaperingFamily τ σ)
    (l : List ι) :
    (∀ j, Commute (cliffordProd τ σ l) (clifford (τ j) (σ j))) ∧
      IsSelfAdjoint (cliffordProd τ σ l) ∧ cliffordProd τ σ l * cliffordProd τ σ l = 1 := by
  induction l with
  | nil => simp [cliffordProd, IsSelfAdjoint]
  | cons a l ih =>
    obtain ⟨hc, hs, hq⟩ := ih
    obtain ⟨h1, h2, -, -⟩ := clifford_swaps (h.pair a)
    have e : cliffordProd τ σ (a :: l) = clifford (τ a) (σ a) * cliffordProd τ σ l := by
      simp [cliffordProd]
    rw [e]
    refine ⟨fun j => Commute.mul_left ?_ (hc j), ?_, ?_⟩
    · by_cases haj : a = j
      · subst haj
        exact Commute.refl _
      · exact (clifford_commute h haj).2.2
    · rw [IsSelfAdjoint, star_mul, hs.star_eq, h1.star_eq]
      exact (hc a).eq
    · rw [mul_assoc, ← mul_assoc (cliffordProd τ σ l), (hc a).eq, mul_assoc, hq, mul_one, h2]
```

For any list, repetitions allowed, \(V_l\) commutes with every \(U_j\), is self-adjoint and squares to one. The proof is an induction: `nil` is the empty list, where \(V_l = 1\), and `cons a l` puts a label \(a\) in front of \(l\), so that the product becomes \(U_a V\) with \(V = V_l\). Both factors commute with \(U_j\), the case \(a = j\) being immediate. Since \(V U_a = U_a V\),
\[ (U_a V)^\dagger = V U_a = U_a V, \qquad U_a V U_a V = U_a U_a V V = 1. \]

```lean
/-- For a tapering family and a list without repetition, the product `V` satisfies
`V τ_j V = σ_j` for each listed `j`, `H` commutes with all listed `τ_j` iff `V H V` commutes with
all listed `σ_j`, and `V H V` has the spectrum of `H`. -/
theorem tapering_family {ι : Type*} {τ σ : ι → A} (h : TaperingFamily τ σ) {l : List ι}
    (hl : l.Nodup) (H : A) :
    (∀ j ∈ l, cliffordProd τ σ l * τ j * cliffordProd τ σ l = σ j) ∧
      ((∀ j ∈ l, Commute H (τ j)) ↔
        ∀ j ∈ l, Commute (cliffordProd τ σ l * H * cliffordProd τ σ l) (σ j)) ∧
      spectrum ℂ (cliffordProd τ σ l * H * cliffordProd τ σ l) = spectrum ℂ H := by
  have fix : ∀ U x : A, U * U = 1 → Commute U x → U * x * U = x := fun U x hU hx => by
    rw [hx.eq, mul_assoc, hU, mul_one]
  have key : ∀ j ∈ l, cliffordProd τ σ l * τ j * cliffordProd τ σ l = σ j := by
    induction l with
    | nil => simp
    | cons a l ih =>
      intro j hj
      obtain ⟨ha, hl'⟩ := List.nodup_cons.mp hl
      obtain ⟨hc, -, hq⟩ := cliffordProd_involution h l
      obtain ⟨-, h2, h3, -⟩ := clifford_swaps (h.pair a)
      have e : cliffordProd τ σ (a :: l) = clifford (τ a) (σ a) * cliffordProd τ σ l := by
        simp [cliffordProd]
      have e2 : cliffordProd τ σ (a :: l) * τ j * cliffordProd τ σ (a :: l) =
          clifford (τ a) (σ a) * (cliffordProd τ σ l * τ j * cliffordProd τ σ l) *
            clifford (τ a) (σ a) := by
        rw [e, mul_assoc (clifford (τ a) (σ a)) (_ * τ j * _), mul_assoc (_ * τ j), (hc a).eq]
        noncomm_ring
      rw [e2]
      rcases List.mem_cons.mp hj with rfl | hj'
      · -- the remaining factors leave τ_j alone and U_j maps it to σ_j
        have hP : Commute (cliffordProd τ σ l) (τ j) := by
          apply Commute.list_prod_left
          intro x hx
          obtain ⟨i, hi, rfl⟩ := List.mem_map.mp hx
          exact (clifford_commute h (fun hij : i = j => ha (hij ▸ hi))).1
        rw [fix _ _ hq hP, h3]
      · -- τ_j is already mapped to σ_j, which U_a leaves alone
        have haj : a ≠ j := fun haj => ha (haj ▸ hj')
        rw [ih hl' j hj', fix _ _ h2 (clifford_commute h haj).2.1]
  have hq := (cliffordProd_involution h l).2.2
  exact ⟨key, forall₂_congr fun j hj => conj_commute_iff hq (key j hj) H, conj_spectrum hq H⟩
```

`l.Nodup` says that no label occurs twice. Then \(V_l \tau_j V_l = \sigma_j\) for each listed \(j\), \(H\) commutes with all listed \(\tau_j\) exactly when \(V_l H V_l\) commutes with all listed \(\sigma_j\), and the spectrum is unchanged. The helper `fix` says that \(UxU = xU^2 = x\) when \(U^2 = 1\) and \(U\) commutes with \(x\). In the induction step `e2` uses \(U_a V = V U_a\) on the right-hand factor:
\[ (U_a V)\,\tau_j\,(U_a V) = U_a\,(V \tau_j V)\,U_a. \]
If \(j = a\), the label \(a\) is absent from the rest of the list, so \(V\) commutes with \(\tau_a\), the bracket equals \(\tau_a\), and \(U_a \tau_a U_a = \sigma_a\). If \(j\) lies in the rest, the bracket equals \(\sigma_j\) by induction, and \(U_a\) leaves it fixed because \(a \ne j\). The last line applies `conj_commute_iff` label by label, and `conj_spectrum` once.

With a repeated label the first claim can fail. For the list \([a, a]\) the product is \(U_a^2 = 1\), which maps \(\tau_a\) to itself; with \(\tau_a = Z\) and \(\sigma_a\) the Pauli matrix \(X\) this differs from \(\sigma_a\).

## Two qubits

```lean
/-- The Pauli matrix `X`. -/
def pauliX : Matrix (Fin 2) (Fin 2) ℂ := !![0, 1; 1, 0]
```

The rows of \(X = \begin{pmatrix} 0 & 1 \\ 1 & 0 \end{pmatrix}\) are separated by a semicolon, and `Fin 2` labels the basis states \(0\) and \(1\).

```lean
/-- The Pauli matrix `Z`. -/
def pauliZ : Matrix (Fin 2) (Fin 2) ℂ := !![1, 0; 0, -1]
```

This is \(Z = \mathrm{diag}(1, -1)\), with eigenvalue \(+1\) on state \(0\).

```lean
local notation "I₂" => (1 : Matrix (Fin 2) (Fin 2) ℂ)

/-- On two qubits, `τ = Z ⊗ Z` and `σ = X ⊗ 1` form a tapering pair. -/
theorem pair_witness : TaperingPair (pauliZ ⊗ₖ pauliZ) (pauliX ⊗ₖ I₂) := by
  constructor <;> (try unfold IsSelfAdjoint) <;> ext ⟨a, b⟩ ⟨c, d⟩ <;>
    fin_cases a <;> fin_cases b <;> fin_cases c <;> fin_cases d <;>
    simp [Matrix.mul_apply, Fintype.sum_prod_type, pauliX, pauliZ, Matrix.one_apply]
```

`⊗ₖ` is the Kronecker product, with rows and columns indexed by pairs of bits whose first entry belongs to the left factor; on matrices `star` is the conjugate transpose. The five conditions for \(\tau = Z \otimes Z\), \(\sigma = X \otimes 1\) are checked on each of the sixteen matrix entries.

The numbers below, like the two counter-examples above, are pencil work and do not appear in the code. Take
\[ H = 2\,Z\otimes 1 + 7\,(1 \otimes Z) + 12\,X \otimes X, \]
each term of which commutes with \(\tau\). The last two terms also commute with \(\sigma\), hence with \(U\), and are unchanged. The operator \(P = Z \otimes 1\) anticommutes with \(\sigma\), so
\[ UPU = \tfrac12 P(\tau - \sigma)(\tau + \sigma) = \tfrac12 P(\tau\sigma - \sigma\tau) = P\tau\sigma = X \otimes Z. \]
Therefore \(UHU = 2\,X \otimes Z + 7\,(1 \otimes Z) + 12\,X \otimes X\), in which the left qubit enters only through \(1\) and \(X\). Replacing that \(X\) by its eigenvalues \(+1\) and \(-1\) gives the one-qubit operators \(9Z + 12X\) and \(5Z - 12X\), with eigenvalues \(\pm15\) and \(\pm13\). In the original basis, \(H\) acts on \(|00\rangle, |11\rangle\) with diagonal \(9, -9\) and on \(|01\rangle, |10\rangle\) with diagonal \(-5, 5\), with off-diagonal element \(12\) in both blocks, which yields the same four values.

```lean
/-- On two qubits, `τ = (Z ⊗ 1, 1 ⊗ Z)` and `σ = (X ⊗ 1, 1 ⊗ X)` form a tapering family. -/
theorem family_witness :
    TaperingFamily ![pauliZ ⊗ₖ I₂, I₂ ⊗ₖ pauliZ] ![pauliX ⊗ₖ I₂, I₂ ⊗ₖ pauliX] := by
  have hp : TaperingPair (pauliZ ⊗ₖ I₂) (pauliX ⊗ₖ I₂) ∧
      TaperingPair (I₂ ⊗ₖ pauliZ) (I₂ ⊗ₖ pauliX) := by
    constructor <;> constructor <;> (try unfold IsSelfAdjoint) <;> ext ⟨a, b⟩ ⟨c, d⟩ <;>
      fin_cases a <;> fin_cases b <;> fin_cases c <;> fin_cases d <;>
      simp [Matrix.mul_apply, Fintype.sum_prod_type, pauliX, pauliZ, Matrix.one_apply]
  -- operators on different qubits commute
  have hc : ∀ M N : Matrix (Fin 2) (Fin 2) ℂ, Commute (M ⊗ₖ I₂) (I₂ ⊗ₖ N) := fun M N => by
    unfold Commute SemiconjBy
    rw [← Matrix.mul_kronecker_mul, ← Matrix.mul_kronecker_mul]
    simp
  refine ⟨Fin.forall_fin_two.mpr hp, ?_, ?_, ?_⟩
  · exact Fin.forall_fin_two.mpr ⟨Fin.forall_fin_two.mpr ⟨Commute.refl _, hc _ _⟩,
      Fin.forall_fin_two.mpr ⟨(hc _ _).symm, Commute.refl _⟩⟩
  · exact Fin.forall_fin_two.mpr ⟨Fin.forall_fin_two.mpr ⟨Commute.refl _, hc _ _⟩,
      Fin.forall_fin_two.mpr ⟨(hc _ _).symm, Commute.refl _⟩⟩
  · exact Fin.forall_fin_two.mpr
      ⟨Fin.forall_fin_two.mpr ⟨fun h => absurd rfl h, fun _ => hc _ _⟩,
        Fin.forall_fin_two.mpr ⟨fun _ => (hc _ _).symm, fun h => absurd rfl h⟩⟩

end

end SymmetryTapering
```

The notation `![x, y]` is the family with `x` at label \(0\) and `y` at label \(1\), so \(\tau_0 = Z \otimes 1\), \(\tau_1 = 1 \otimes Z\), \(\sigma_0 = X \otimes 1\), \(\sigma_1 = 1 \otimes X\). The step `hp` checks both pairs entry by entry. The step `hc` uses \((M \otimes 1)(1 \otimes N) = M \otimes N = (1 \otimes N)(M \otimes 1)\) for \(2 \times 2\) matrices \(M, N\), which settles every commutation between different labels.

```lean
#print axioms SymmetryTapering.tapering
-- 'SymmetryTapering.tapering' depends on axioms: [propext, Classical.choice, Quot.sound]
#print axioms SymmetryTapering.tapering_family
-- 'SymmetryTapering.tapering_family' depends on axioms: [propext, Classical.choice, Quot.sound]
```
